# Static screening by one transition erases the interaction in its own channel as the gap closes

## A small gap breaks the expansion in the polarization

Suppose the static screened interaction is estimated to first order in the polarization, W ≈ v + vPv, for a system with one low-lying transition. The polarization scales as one over the gap D, so the estimated interaction of the transition density with itself becomes negative at small D and goes to −∞ as D → 0 with that density held fixed. Higher orders do not help, because the series diverges there. Inverting the full dielectric matrix gives a finite answer: the self-interaction goes to zero.

## One transition in a finite basis

The bare interaction v is a real positive definite matrix in a finite basis of densities. The nonzero real vector ρ is the transition density, and its bare self-interaction is

K = ρᵀvρ.

The transition has gap D > 0 and strength c > 0, where c collects the numerical factors, such as the one for spin. Its static polarization and the resulting screened interaction are

P = −(c/D) ρρᵀ,  W = (1 − vP)⁻¹v.

The claim is that 1 − vP is invertible for every D > 0, and that

ρᵀWρ = KD/(D + cK),
W → v − vρρᵀv/K as D → 0⁺.

## Inverting the dielectric matrix

Write u = vρ and A = uρᵀ. Since ρᵀu = K,

A² = u(ρᵀu)ρᵀ = KA.

With a = c/D and b = c/(D + cK), the dielectric matrix is 1 − vP = 1 + aA, and

(1 + aA)(1 − bA) = 1 + (a − b − abK)A.

The bracket vanishes, because b(1 + aK) = [c/(D + cK)]·[(D + cK)/D] = a. Positive definiteness gives K > 0, so D + cK is not zero. For square matrices a right inverse is the inverse, hence (1 − vP)⁻¹ = 1 − bA. As v is symmetric, ρᵀv = uᵀ, and

W = (1 − bA)v = v − b uuᵀ.

Contracting with ρ on both sides gives

ρᵀWρ = K − bK² = K(D + cK − cK)/(D + cK) = KD/(D + cK).

As D → 0⁺, b → 1/K, so W tends to W₀ = v − uuᵀ/K.

## Which densities are affected

For any density x,

W₀x = vx − (uᵀx/K)u = v(x − (uᵀx/K)ρ).

If this is zero, the vector y = x − (uᵀx/K)ρ satisfies yᵀvy = 0, so y = 0 and x is a multiple of ρ. Conversely, W₀ρ = u − u = 0. The limiting interaction therefore annihilates the multiples of ρ and nothing else. In a one-dimensional basis that is the whole space, and W₀ = 0.

A density with ρᵀvx = 0 has uᵀx = 0, so Wx = vx at every D > 0: it feels the bare interaction. Densities between these two cases are partly screened.

## The channel in a COHSEX calculation

Take real orbitals of a closed-shell system, with φₒ occupied and φₑ empty, and let ρ hold the coefficients of the product φₒφₑ in an auxiliary basis. Then v is the matrix of Coulomb integrals between auxiliary functions, D is the orbital energy difference, and the spin-summed polarization has c = 4: a factor two for spin, and a factor two because the resonant and antiresonant terms are equal at zero frequency. The screened-exchange contribution of φₒ to the energy of φₑ is

−ρᵀWρ = −KD/(D + 4K).

For K = 1 eV and D = 0.1 eV this is about −0.024 eV, against −1 eV for bare exchange. Within this one-transition model, static screening removes almost all of that exchange term. The Coulomb-hole term of COHSEX comes in addition. Expanded over a complete set of orbitals, its part from φₒ is (ρᵀWρ − K)/2, here about −0.49 eV, so the two terms together keep about half of the bare exchange.

## Reading the formal statement

`channelCoupling v ρ` is K, `staticPolarization c D ρ` is P, `screenedInteraction v P` is W, and `erasedInteraction v ρ` is W₀. The finite type `n` labels the basis, `vecMulVec` is the outer product, and `v.PosDef` includes symmetry.

The main theorem, `static_screening_near_degeneracy`, states invertibility (`IsUnit`) and the channel formula for each positive D, followed by the limit. The filter `𝓝[>] 0` means that D approaches zero through positive values, and convergence is that of every matrix entry. The value at D = 0 plays no part; there Lean's convention c/0 = 0 would give W = v.

The gap is varied with v, ρ and c held fixed, whereas in a molecule the orbitals change too. The polarization contains a single transition and no frequency dependence.

```lean
import Mathlib

open Matrix Filter Topology

namespace NearDegenerateScreening

noncomputable section

variable {n : Type*} [Fintype n]

/-- The bare self-interaction `K = ρᵀ v ρ` of the transition density `ρ`. -/
def channelCoupling (v : Matrix n n ℝ) (ρ : n → ℝ) : ℝ := ρ ⬝ᵥ v *ᵥ ρ

/-- The static polarization `P = -(c/D) ρ ρᵀ` of a single transition with density `ρ`,
gap `D ≠ 0` and strength `c`. -/
def staticPolarization (c D : ℝ) (ρ : n → ℝ) : Matrix n n ℝ :=
  -(c / D) • vecMulVec ρ ρ

/-- The screened interaction `W = (1 - v P)⁻¹ v`, for `1 - v P` invertible. -/
def screenedInteraction [DecidableEq n] (v P : Matrix n n ℝ) : Matrix n n ℝ :=
  (1 - v * P)⁻¹ * v

/-- The bare interaction with the channel `ρ` removed, `v - (v ρ)(v ρ)ᵀ / K`,
for `K = ρᵀ v ρ` nonzero. -/
def erasedInteraction (v : Matrix n n ℝ) (ρ : n → ℝ) : Matrix n n ℝ :=
  v - (channelCoupling v ρ)⁻¹ • vecMulVec (v *ᵥ ρ) (v *ᵥ ρ)

/-- For a positive definite interaction, a nonzero density has positive self-interaction. -/
theorem channelCoupling_pos {v : Matrix n n ℝ} (hv : v.PosDef) {ρ : n → ℝ} (hρ : ρ ≠ 0) :
    0 < channelCoupling v ρ := by
  have h := hv.dotProduct_mulVec_pos hρ
  rwa [star_trivial] at h

/-- A real positive definite interaction acts in the same way from the left and from
the right. -/
theorem vecMul_eq_mulVec {v : Matrix n n ℝ} (hv : v.PosDef) (x : n → ℝ) :
    x ᵥ* v = v *ᵥ x := by
  have h : vᴴ = v := hv.isHermitian
  rw [conjTranspose_eq_transpose_of_trivial] at h
  calc x ᵥ* v = x ᵥ* vᵀ := by rw [h]
    _ = v *ᵥ x := vecMul_transpose v x

/-- The dielectric matrix `1 - v P` of a single transition has the explicit right inverse
`1 - c/(D + cK) v ρ ρᵀ`, provided `D` and `D + cK` are nonzero. -/
theorem dielectric_mul_inverse [DecidableEq n] (v : Matrix n n ℝ) (ρ : n → ℝ) {c D : ℝ}
    (hD : D ≠ 0)
    (hDK : D + c * channelCoupling v ρ ≠ 0) :
    (1 - v * staticPolarization c D ρ) *
      (1 - (c / (D + c * channelCoupling v ρ)) • vecMulVec (v *ᵥ ρ) ρ) = 1 := by
  have hP : v * staticPolarization c D ρ = -(c / D) • vecMulVec (v *ᵥ ρ) ρ := by
    rw [staticPolarization, Matrix.mul_smul, Matrix.mul_vecMulVec]
  -- the rank-one matrix `v ρ ρᵀ` is idempotent up to the factor `K`
  have hA : vecMulVec (v *ᵥ ρ) ρ * vecMulVec (v *ᵥ ρ) ρ
      = channelCoupling v ρ • vecMulVec (v *ᵥ ρ) ρ := by
    ext i j
    simp only [channelCoupling, Matrix.mul_apply, vecMulVec_apply, Matrix.smul_apply,
      smul_eq_mul, dotProduct, Finset.sum_mul]
    exact Finset.sum_congr rfl fun k _ => by ring
  have h1 : c / D * D = c := div_mul_cancel₀ c hD
  have h2 := div_mul_cancel₀ c hDK
  rw [hP]
  generalize vecMulVec (v *ᵥ ρ) ρ = A at hA ⊢
  generalize c / (D + c * channelCoupling v ρ) = b at h2 ⊢
  generalize c / D = a at h1 ⊢
  generalize channelCoupling v ρ = K at hA h2 ⊢
  -- the coefficient of `v ρ ρᵀ` in the product vanishes
  have hs : a - b - a * b * K = 0 := by
    apply mul_left_cancel₀ hD
    linear_combination (1 - b * K) * h1 - h2
  have hs' : (a - b - a * b * K) • A = 0 := by rw [hs, zero_smul]
  simp only [sub_mul, mul_sub, one_mul, mul_one, Matrix.smul_mul, Matrix.mul_smul, hA]
  linear_combination (norm := module) hs'

/-- For positive definite `v`, nonzero `ρ` and positive `c`, `D`, screening subtracts a
rank-one term: `W = v - c/(D + cK) (v ρ)(v ρ)ᵀ`. -/
theorem screenedInteraction_eq [DecidableEq n] {v : Matrix n n ℝ} (hv : v.PosDef)
    {ρ : n → ℝ} (hρ : ρ ≠ 0)
    {c D : ℝ} (hc : 0 < c) (hD : 0 < D) :
    screenedInteraction v (staticPolarization c D ρ) =
      v - (c / (D + c * channelCoupling v ρ)) • vecMulVec (v *ᵥ ρ) (v *ᵥ ρ) := by
  have hDK := (add_pos hD (mul_pos hc (channelCoupling_pos hv hρ))).ne'
  rw [screenedInteraction, Matrix.inv_eq_right_inv (dielectric_mul_inverse v ρ hD.ne' hDK),
    sub_mul, one_mul, Matrix.smul_mul, Matrix.vecMulVec_mul, vecMul_eq_mulVec hv]

/-- The potential that a density `x` produces through `v - b u uᵀ` is
`v x - b (u · x) u`. -/
theorem rankOne_mulVec (v : Matrix n n ℝ) (b : ℝ) (u x : n → ℝ) :
    (v - b • vecMulVec u u) *ᵥ x = v *ᵥ x - (b * (u ⬝ᵥ x)) • u := by
  ext i
  simp only [mulVec, dotProduct, Matrix.sub_apply, Matrix.smul_apply, vecMulVec_apply,
    smul_eq_mul, Pi.sub_apply, Pi.smul_apply, sub_mul, Finset.sum_sub_distrib,
    Finset.mul_sum, Finset.sum_mul]
  congr 1
  exact Finset.sum_congr rfl fun k _ => by ring

/-- For positive definite `v`, nonzero `ρ` and `c > 0`, the dielectric matrix is invertible
at every gap `D > 0` and `ρᵀ W ρ = K D / (D + cK)`. As `D` tends to `0` from above, `W` tends
to `v - (v ρ)(v ρ)ᵀ / K`. -/
theorem static_screening_near_degeneracy [DecidableEq n] {v : Matrix n n ℝ}
    (hv : v.PosDef) {ρ : n → ℝ}
    (hρ : ρ ≠ 0) {c : ℝ} (hc : 0 < c) :
    (∀ D : ℝ, 0 < D → IsUnit (1 - v * staticPolarization c D ρ) ∧
      ρ ⬝ᵥ screenedInteraction v (staticPolarization c D ρ) *ᵥ ρ =
        channelCoupling v ρ * D / (D + c * channelCoupling v ρ)) ∧
    Tendsto (fun D : ℝ => screenedInteraction v (staticPolarization c D ρ))
      (𝓝[>] 0) (𝓝 (erasedInteraction v ρ)) := by
  have hK := channelCoupling_pos hv hρ
  refine ⟨fun D hD => ?_, ?_⟩
  · have hDK := (add_pos hD (mul_pos hc hK)).ne'
    have h := dielectric_mul_inverse v ρ hD.ne' hDK
    refine ⟨⟨⟨_, _, h, mul_eq_one_comm.mp h⟩, rfl⟩, ?_⟩
    -- contract the closed form of `W` with `ρ` on both sides
    have h1 : (v *ᵥ ρ) ⬝ᵥ ρ = channelCoupling v ρ := dotProduct_comm _ _
    have h2 : ρ ⬝ᵥ v *ᵥ ρ = channelCoupling v ρ := rfl
    have h3 := div_mul_cancel₀ c hDK
    rw [screenedInteraction_eq hv hρ hc hD, rankOne_mulVec, dotProduct_sub,
      dotProduct_smul, smul_eq_mul, h1, h2, eq_div_iff hDK]
    linear_combination (-(channelCoupling v ρ) ^ 2) * h3
  · -- the coefficient `c/(D + cK)` is continuous at `D = 0`, with value `1/K`
    have hcont : ContinuousAt (fun D : ℝ => c / (D + c * channelCoupling v ρ)) 0 := by
      apply ContinuousAt.div continuousAt_const (by fun_prop)
      rw [zero_add]
      exact (mul_pos hc hK).ne'
    have hval : c / (0 + c * channelCoupling v ρ) = (channelCoupling v ρ)⁻¹ := by
      rw [zero_add, div_mul_eq_div_div, div_self hc.ne', one_div]
    have hlim : Tendsto (fun D : ℝ => c / (D + c * channelCoupling v ρ))
        (𝓝[>] 0) (𝓝 (channelCoupling v ρ)⁻¹) := by
      rw [← hval]
      exact hcont.tendsto.mono_left nhdsWithin_le_nhds
    have hW := (tendsto_const_nhds (x := v)).sub
      (hlim.smul_const (vecMulVec (v *ᵥ ρ) (v *ᵥ ρ)))
    refine Tendsto.congr' ?_ hW
    filter_upwards [self_mem_nhdsWithin] with D hD
    exact (screenedInteraction_eq hv hρ hc hD).symm

/-- For positive definite `v` and nonzero `ρ`, the densities that produce no potential
through the limiting interaction are exactly the multiples of `ρ`. -/
theorem erasedInteraction_mulVec_eq_zero_iff {v : Matrix n n ℝ} (hv : v.PosDef) {ρ : n → ℝ}
    (hρ : ρ ≠ 0) (x : n → ℝ) :
    erasedInteraction v ρ *ᵥ x = 0 ↔ ∃ a : ℝ, x = a • ρ := by
  rw [erasedInteraction, rankOne_mulVec]
  constructor
  · intro hx
    refine ⟨(channelCoupling v ρ)⁻¹ * ((v *ᵥ ρ) ⬝ᵥ x), ?_⟩
    by_contra hne
    -- the remainder would be a nonzero density with zero self-interaction
    have hpos := channelCoupling_pos hv (sub_ne_zero.mpr hne)
    rw [channelCoupling, Matrix.mulVec_sub, Matrix.mulVec_smul, hx, dotProduct_zero] at hpos
    exact lt_irrefl _ hpos
  · rintro ⟨a, rfl⟩
    have h1 : (v *ᵥ ρ) ⬝ᵥ ρ = channelCoupling v ρ := dotProduct_comm _ _
    rw [Matrix.mulVec_smul, dotProduct_smul, smul_eq_mul, h1, mul_comm a,
      inv_mul_cancel_left₀ (channelCoupling_pos hv hρ).ne', sub_self]

/-- For positive definite `v`, nonzero `ρ` and positive `c`, `D`, a density `x` with
`ρᵀ v x = 0` produces the same potential through `W` as through `v`. -/
theorem screenedInteraction_mulVec_of_decoupled [DecidableEq n] {v : Matrix n n ℝ}
    (hv : v.PosDef)
    {ρ : n → ℝ} (hρ : ρ ≠ 0) {c D : ℝ} (hc : 0 < c) (hD : 0 < D) {x : n → ℝ}
    (hx : ρ ⬝ᵥ v *ᵥ x = 0) :
    screenedInteraction v (staticPolarization c D ρ) *ᵥ x = v *ᵥ x := by
  rw [Matrix.dotProduct_mulVec, vecMul_eq_mulVec hv] at hx
  rw [screenedInteraction_eq hv hρ hc hD, rankOne_mulVec, hx, mul_zero, zero_smul, sub_zero]

end

end NearDegenerateScreening
```

```lean
#print axioms NearDegenerateScreening.screenedInteraction_eq
#print axioms NearDegenerateScreening.static_screening_near_degeneracy
#print axioms NearDegenerateScreening.erasedInteraction_mulVec_eq_zero_iff
#print axioms NearDegenerateScreening.screenedInteraction_mulVec_of_decoupled
```

```
'NearDegenerateScreening.screenedInteraction_eq' depends on axioms: [propext, Classical.choice, Quot.sound]
'NearDegenerateScreening.static_screening_near_degeneracy' depends on axioms: [propext, Classical.choice, Quot.sound]
'NearDegenerateScreening.erasedInteraction_mulVec_eq_zero_iff' depends on axioms: [propext, Classical.choice, Quot.sound]
'NearDegenerateScreening.screenedInteraction_mulVec_of_decoupled' depends on axioms: [propext, Classical.choice, Quot.sound]
```

## From the rank-one inverse to the limit

`channelCoupling_pos` supplies K > 0, and `vecMul_eq_mulVec` supplies ρᵀv = (vρ)ᵀ.

`dielectric_mul_inverse` is the product (1 + aA)(1 − bA) = 1. It needs neither symmetry nor positivity, only nonzero D and D + cK. Inside it, `hA` is A² = KA. The `generalize` lines then replace the matrix and the fractions by letters, `hs` shows that the bracket vanishes after multiplication by D, and the last line collects the terms in A.

`screenedInteraction_eq` inserts this inverse and obtains W = v − b uuᵀ. `rankOne_mulVec` computes how such a matrix acts on a density.

In the main theorem, `mul_eq_one_comm` turns the right inverse into a two-sided one, which gives `IsUnit`. The channel formula follows by contracting the closed form with ρ and clearing the denominator. For the limit, `hcont` and `hval` say that b, as a function of D, is continuous at zero with value 1/K. `Tendsto.congr'` carries the limit of the closed form over to W, since the two agree for all D > 0.

`erasedInteraction_mulVec_eq_zero_iff` follows the argument with y: if y were nonzero, its self-interaction would be both positive and zero. `screenedInteraction_mulVec_of_decoupled` rewrites ρᵀvx = 0 as uᵀx = 0, which removes the subtracted term.
